# The isotropic Heisenberg operator of a finite spin cluster commutes with the total spin and its square

An exact diagonalisation of a Heisenberg cluster can begin by sorting the product basis according to the eigenvalue $M$ of the total spin component $S_{\rm tot}^z$, building the Hamiltonian $H$ one sector at a time, and choosing the eigenstates so that each carries a total spin quantum number $S$ (a degenerate level may contain several values of $S$). The sorting is legitimate because $H$ commutes with $S_{\rm tot}^z$: if $S_{\rm tot}^z\psi = M\psi$ for a state $\psi$, then $S_{\rm tot}^z H\psi = H S_{\rm tot}^z\psi = M H\psi$, so $H$ never leaves the sector. The label $S$ needs $H$ to commute with $\mathbf S_{\rm tot}\cdot\mathbf S_{\rm tot}$ as well. Both commutators vanish for a finite set of sites whose couplings are isotropic, meaning one number times $\mathbf S_i\cdot\mathbf S_j$ for each pair of sites $i, j$, whatever the geometry, the values of the couplings and the spin lengths. The theorems below end at commutators, so the sector argument just given and the dimer energies quoted later are ordinary linear algebra added for orientation and were not put through Lean.

## Operators, sites and spins

Operators are elements of an associative algebra $A$ over $\mathbb C$ with a unit, for instance all complex matrices of a given size. The argument uses only sums, products and complex multiples of operators, so no Hilbert space, adjoint or dimension is fixed. Sites are labelled by a type `ι`, assumed finite wherever a sum over sites occurs. Units are such that $\hbar = 1$, the imaginary unit is written $\mathrm i$ (Lean's `I`) to keep it apart from the site label $i$, and $[X,Y] = XY - YX$. Lean's `Commute X Y` means $XY = YX$, and `•` multiplies an operator by a complex number.

```lean
import Mathlib

open Complex Matrix
open scoped Kronecker

namespace HeisenbergSpinConservation

noncomputable section

variable {A : Type*} [Ring A] [Algebra ℂ A] {ι : Type*}
```

Cartesian indices $a, b, c$ run over $0, 1, 2$, standing for $x, y, z$. The Levi-Civita symbol $\varepsilon_{abc}$ is entered as a table of 27 integers with $\varepsilon_{012} = +1$.

```lean
/-- The Levi-Civita symbol `ε_abc` on the three Cartesian directions `0, 1, 2 = x, y, z`. -/
def eps : Fin 3 → Fin 3 → Fin 3 → ℤ :=
  ![![![0, 0, 0], ![0, 0, 1], ![0, -1, 0]],
    ![![0, 0, -1], ![0, 0, 0], ![1, 0, 0]],
    ![![0, 1, 0], ![-1, 0, 0], ![0, 0, 0]]]
```

Let $L = (L_0, L_1, L_2)$ and $V = (V_0, V_1, V_2)$ be triples of operators. $V$ is a vector operator for $L$ if
$$[L_a, V_b] = \mathrm i \sum_c \varepsilon_{abc} V_c \quad\text{for all } a, b.$$
When $L$ generates rotations, this says that the components of $V$ mix under an infinitesimal rotation like those of an ordinary vector. The definition itself puts no condition on $L$.

```lean
/-- `V` is a vector operator for `L`: `[L_a, V_b] = i Σ_c ε_abc V_c`. -/
def IsVectorOp (L V : Fin 3 → A) : Prop :=
  ∀ a b, L a * V b - V b * L a = ∑ c, (I * (eps a b c : ℂ)) • V c
```

A spin is a triple that is a vector operator for itself, which is the su(2) algebra, for example $[S^x, S^y] = \mathrm i S^z$. No value $s(s+1)$ is imposed on the square of the triple, so the spin length $s$ is arbitrary and reducible representations are admitted too.

```lean
/-- `S` obeys the su(2) relations `[S_a, S_b] = i Σ_c ε_abc S_c`. -/
def IsSpin (S : Fin 3 → A) : Prop := IsVectorOp S S
```

A cluster carries a triple $S_i^a$, in Lean `S i a`, on each site $i$. The condition `onsite` says that each triple is an angular momentum. The condition `offsite`,
$$[S_i^a, S_j^b] = 0 \quad\text{for } i \neq j,$$
says that spin components on different sites commute, as they do when each spin acts on its own factor of a tensor product. Both are hypotheses about the operators, and the spin length may differ from site to site.

```lean
/-- A cluster of spins: an su(2) triple on every site, with components on different sites
commuting. -/
structure IsSpinCluster (S : ι → Fin 3 → A) : Prop where
  onsite : ∀ i, IsSpin (S i)
  offsite : ∀ i j, i ≠ j → ∀ a b, Commute (S i a) (S j b)
```

The scalar product of two triples is $U\cdot V = \sum_a U_a V_a$, with the factor from $U$ on the left.

```lean
/-- The scalar product `U·V = Σ_a U_a V_a` of two operator triples. -/
def spinDot (U V : Fin 3 → A) : A := ∑ a, U a * V a
```

The total spin has components $S_{\rm tot}^a = \sum_i S_i^a$.

```lean
/-- The total spin `S_tot = Σ_i S_i`. -/
def totalSpin [Fintype ι] (S : ι → Fin 3 → A) : Fin 3 → A := fun a => ∑ i, S i a
```

The Heisenberg operator is
$$H = \sum_i \sum_j J(i,j)\, \mathbf S_i\cdot\mathbf S_j .$$
The numbers $J(i,j)$ have the unit of energy and, for $i\neq j$, describe the exchange coupling between the moments on sites $i$ and $j$. The sum runs over ordered pairs. Since $\mathbf S_i\cdot\mathbf S_j = \mathbf S_j\cdot\mathbf S_i$ for $i\neq j$, a bond enters with the strength $J(i,j) + J(j,i)$, which favours antiparallel spins when it is real and positive, and a model that counts each bond once is obtained by setting one of the two to zero. The couplings are arbitrary complex numbers, with no symmetry and with diagonal terms $J(i,i)$ allowed.

```lean
/-- The Heisenberg operator `H = Σ_ij J(i,j) S_i·S_j`. -/
def heisenberg [Fintype ι] (J : ι → ι → ℂ) (S : ι → Fin 3 → A) : A :=
  ∑ i, ∑ j, J i j • spinDot (S i) (S j)
```

A uniform field with components $B_a$ couples through $\mathbf B\cdot\mathbf S_{\rm tot} = \sum_a B_a S_{\rm tot}^a$. The sign, the $g$ factor and the magneton are absorbed in $B_a$, which therefore has the unit of energy; using one $\mathbf B$ for all sites means that the product of the field and the $g$ factor is the same on every site, as it is for a uniform field and equal $g$ factors.

```lean
/-- The coupling `B·S_tot` of the total spin to a uniform field `B`. -/
def zeeman [Fintype ι] (B : Fin 3 → ℂ) (S : ι → Fin 3 → A) : A :=
  ∑ a, B a • totalSpin S a
```

## A scalar product of vector operators commutes with $L$

The only property of the symbol needed in the general argument is $\varepsilon_{abc} = -\varepsilon_{acb}$. The tactic `decide` runs through the 27 index triples of the table.

```lean
/-- The Levi-Civita symbol changes sign when its last two indices are exchanged. -/
theorem eps_antisymm : ∀ a b c : Fin 3, eps a b c = -eps a c b := by
  decide
```

Let $U$ and $V$ both be vector operators for $L$. The Leibniz rule $[L, XY] = [L,X]Y + X[L,Y]$ gives
$$[L_a, U\cdot V] = \sum_b \big([L_a, U_b]V_b + U_b[L_a, V_b]\big).$$
Inserting the two vector operator relations,
$$[L_a, U\cdot V] = \mathrm i\sum_{b,c}\varepsilon_{abc}\,U_c V_b + \mathrm i\sum_{b,c}\varepsilon_{abc}\,U_b V_c .$$
Exchanging the names of $b$ and $c$ in the first sum turns it into $\mathrm i\sum_{b,c}\varepsilon_{acb}U_bV_c$, so that
$$[L_a, U\cdot V] = \mathrm i\sum_{b,c}(\varepsilon_{acb} + \varepsilon_{abc})\,U_bV_c = 0 .$$
A factor from $U$ is never moved past a factor from $V$, so the two triples need not commute, and the case $U = V$ is included. The three lines of the `calc` block are these three displays. The Leibniz rule is an identity in a noncommutative ring and is closed by `noncomm_ring`, the hypotheses `hU` and `hV` are rewritten term by term, `Finset.sum_comm` performs the renaming, and `eps_antisymm a c b` makes the coefficient of each $U_bV_c$ vanish.

```lean
/-- The scalar product of two vector operators for `L` commutes with every component of `L`. -/
theorem spinDot_commute {L U V : Fin 3 → A} (hU : IsVectorOp L U) (hV : IsVectorOp L V)
    (a : Fin 3) : Commute (spinDot U V) (L a) := by
  have key : L a * spinDot U V - spinDot U V * L a = 0 := by
    calc L a * spinDot U V - spinDot U V * L a
        -- Leibniz rule for the commutator
        = ∑ b, ((L a * U b - U b * L a) * V b + U b * (L a * V b - V b * L a)) := by
          simp only [spinDot, Fin.sum_univ_three]
          noncomm_ring
      _ = ∑ b, ((∑ c, (I * (eps a b c : ℂ)) • U c) * V b
            + U b * ∑ c, (I * (eps a b c : ℂ)) • V c) :=
          Finset.sum_congr rfl fun b _ => by rw [hU a b, hV a b]
      _ = 0 := by
          simp only [Finset.sum_mul, Finset.mul_sum, smul_mul_assoc, mul_smul_comm,
            Finset.sum_add_distrib]
          -- rename the indices of the first double sum; the terms cancel by antisymmetry
          rw [Finset.sum_comm, ← Finset.sum_add_distrib]
          refine Finset.sum_eq_zero fun b _ => ?_
          rw [← Finset.sum_add_distrib]
          refine Finset.sum_eq_zero fun c _ => ?_
          rw [eps_antisymm a c b, ← add_smul]
          simp
  exact (sub_eq_zero.mp key).symm
```

## Every site spin is a vector under the total spin

For a fixed site $j$,
$$[S_{\rm tot}^a, S_j^b] = \sum_i [S_i^a, S_j^b] = [S_j^a, S_j^b] = \mathrm i\sum_c\varepsilon_{abc}S_j^c ,$$
because the terms with $i\neq j$ vanish. In Lean the commutator is distributed over the sum and `Finset.sum_eq_single j` isolates the surviving term, which is evaluated by `h.onsite`, while `h.offsite` disposes of the others.

```lean
/-- Each site spin of a cluster is a vector operator for the total spin. -/
theorem site_isVectorOp [Fintype ι] {S : ι → Fin 3 → A} (h : IsSpinCluster S) (j : ι) :
    IsVectorOp (totalSpin S) (S j) := by
  intro a b
  simp only [totalSpin]
  -- only the term of the total spin on site `j` contributes
  rw [Finset.sum_mul, Finset.mul_sum, ← Finset.sum_sub_distrib, Finset.sum_eq_single j]
  · exact h.onsite j a b
  · intro i _ hij
    exact sub_eq_zero.mpr (h.offsite i j hij a b).eq
  · intro hj
    exact absurd (Finset.mem_univ j) hj
```

Summing this relation over $j$ and exchanging the sums over $j$ and $c$,
$$[S_{\rm tot}^a, S_{\rm tot}^b] = \sum_j [S_{\rm tot}^a, S_j^b] = \sum_j \mathrm i\sum_c\varepsilon_{abc}S_j^c = \mathrm i\sum_c\varepsilon_{abc}S_{\rm tot}^c ,$$
so the total spin is itself a spin. The `calc` block has one line for each equality sign. The next theorem does not use this lemma; the proof for a uniform field further below does.

```lean
/-- The total spin of a cluster obeys the su(2) relations. -/
theorem totalSpin_isSpin [Fintype ι] {S : ι → Fin 3 → A} (h : IsSpinCluster S) :
    IsSpin (totalSpin S) := by
  intro a b
  calc totalSpin S a * totalSpin S b - totalSpin S b * totalSpin S a
      = ∑ j, (totalSpin S a * S j b - S j b * totalSpin S a) := by
        rw [Finset.sum_sub_distrib, ← Finset.mul_sum, ← Finset.sum_mul]
        rfl
    _ = ∑ j, ∑ c, (I * (eps a b c : ℂ)) • S j c :=
        Finset.sum_congr rfl fun j _ => site_isVectorOp h j a b
    _ = ∑ c, (I * (eps a b c : ℂ)) • totalSpin S c := by
        rw [Finset.sum_comm]
        simp only [totalSpin, Finset.smul_sum]
```

## $H$ commutes with $S_{\rm tot}^a$ and with $\mathbf S_{\rm tot}\cdot\mathbf S_{\rm tot}$

For any sites $i$ and $j$, equal or not, $\mathbf S_i$ and $\mathbf S_j$ are vector operators for $\mathbf S_{\rm tot}$, so their scalar product commutes with $S_{\rm tot}^a$. By linearity
$$[H, S_{\rm tot}^a] = \sum_{i,j}J(i,j)\,[\mathbf S_i\cdot\mathbf S_j, S_{\rm tot}^a] = 0 .$$
The square is a sum of products of operators that commute with $H$:
$$[H, \mathbf S_{\rm tot}\cdot\mathbf S_{\rm tot}] = \sum_a\big([H,S_{\rm tot}^a]S_{\rm tot}^a + S_{\rm tot}^a[H,S_{\rm tot}^a]\big) = 0 .$$
In words, `heisenberg_commute_totalSpin` says that for every algebra $A$, every finite set of sites, every family $S$ satisfying `IsSpinCluster` and every $J$, the operator `heisenberg J S` commutes with `totalSpin S a` for each of the three directions and with `spinDot (totalSpin S) (totalSpin S)`. In the proof, `Commute.sum_left` is applied once for each site sum and `smul_left` carries the coupling along; for the square, `Commute.sum_right` treats the sum over $a$ and `mul_right` the product.

```lean
/-- For any couplings `J`, the Heisenberg operator of a finite spin cluster commutes with each
component of the total spin and with `S_tot·S_tot`. -/
theorem heisenberg_commute_totalSpin [Fintype ι] {S : ι → Fin 3 → A} (h : IsSpinCluster S)
    (J : ι → ι → ℂ) :
    (∀ a, Commute (heisenberg J S) (totalSpin S a)) ∧
      Commute (heisenberg J S) (spinDot (totalSpin S) (totalSpin S)) := by
  have hc : ∀ a, Commute (heisenberg J S) (totalSpin S a) := by
    intro a
    unfold heisenberg
    -- every bond term is a scalar product of vector operators
    exact Commute.sum_left _ _ _ fun i _ => Commute.sum_left _ _ _ fun j _ =>
      (spinDot_commute (site_isVectorOp h i) (site_isVectorOp h j) a).smul_left _
  refine ⟨hc, ?_⟩
  unfold spinDot
  exact Commute.sum_right _ _ _ fun a _ => (hc a).mul_right (hc a)
```

Conservation is to be read here as commutation with $H$; time evolution is not defined, and nothing is said about spectra, the allowed values of $S$ or the degeneracy of multiplets. Neither the spins nor $H$ are required to be Hermitian, and a complete set of eigenstates labelled by $S$ and $M$ needs more, such as real couplings and Hermitian spin matrices of finite size. Infinite lattices, exchange anisotropy, antisymmetric exchange of the form $\mathbf D\cdot(\mathbf S_i\times\mathbf S_j)$ with a vector $\mathbf D$, and single-ion anisotropy of spins $s\geq1$ are not of the form of `heisenberg`. For exchange-coupled magnetic centres described by a finite, purely isotropic and bilinear spin Hamiltonian, the result justifies a calculation in sectors of fixed total spin projection; for these sectors alone, commutation with $S_{\rm tot}^z$ is enough.

The smallest sizes are covered. With no sites, $H$ and $\mathbf S_{\rm tot}$ are zero. With one site, labelled $0$, $\mathbf S_{\rm tot} = \mathbf S_0$ and $H = J(0,0)\,\mathbf S_0\cdot\mathbf S_0$; the condition `offsite` is then empty, and the choice $J(0,0)=1$ gives the familiar statement that the square of an angular momentum commutes with its components.

## A uniform field

Write $Z = \mathbf B\cdot\mathbf S_{\rm tot}$ and $C = \mathbf S_{\rm tot}\cdot\mathbf S_{\rm tot}$. Then $[H,Z] = \sum_a B_a[H,S_{\rm tot}^a] = 0$. Since the total spin is a vector operator for itself, the scalar product lemma with $L = U = V = \mathbf S_{\rm tot}$ gives $[C, S_{\rm tot}^a] = 0$, hence $[C,Z] = \sum_a B_a [C, S_{\rm tot}^a] = 0$. Therefore
$$[H+Z, Z] = [H,Z] + [Z,Z] = 0, \qquad [H+Z, C] = [H,C] + [Z,C] = 0 .$$
The statement holds for every complex triple $B_a$. For a real nonzero $\mathbf B$, $Z$ is $|\mathbf B|$ times the component of the total spin along $\mathbf B$; the theorem says nothing about the transverse components. The steps `hHZ` and `hCZ` are the first two commutators, and `add_left` assembles the last line.

```lean
/-- In a uniform field `B`, the operator `H + B·S_tot` commutes with `B·S_tot` and with
`S_tot·S_tot`. -/
theorem heisenberg_zeeman_commute [Fintype ι] {S : ι → Fin 3 → A} (h : IsSpinCluster S)
    (J : ι → ι → ℂ) (B : Fin 3 → ℂ) :
    Commute (heisenberg J S + zeeman B S) (zeeman B S) ∧
      Commute (heisenberg J S + zeeman B S) (spinDot (totalSpin S) (totalSpin S)) := by
  obtain ⟨h1, h2⟩ := heisenberg_commute_totalSpin h J
  have hHZ : Commute (heisenberg J S) (zeeman B S) := by
    unfold zeeman
    exact Commute.sum_right _ _ _ fun a _ => (h1 a).smul_right _
  -- the square of the total spin commutes with its components
  have hCZ : Commute (spinDot (totalSpin S) (totalSpin S)) (zeeman B S) := by
    unfold zeeman
    exact Commute.sum_right _ _ _ fun a _ =>
      (spinDot_commute (totalSpin_isSpin h) (totalSpin_isSpin h) a).smul_right _
  exact ⟨hHZ.add_left (Commute.refl _), h2.add_left hCZ.symm⟩
```

## Two spins 1/2

A concrete cluster shows that `IsSpinCluster` is satisfied by the usual matrices. The single-site matrices are $s_a = \sigma_a/2$ with $\sigma_a$ the Pauli matrices. Row and column index $0$ is spin up, $s_2 = +\tfrac12$, and index $1$ is spin down.

```lean
/-- The spin-1/2 matrices, one half of the Pauli matrices. -/
def spinHalf : Fin 3 → Matrix (Fin 2) (Fin 2) ℂ :=
  ![!![0, 1 / 2; 1 / 2, 0], !![0, -I / 2; I / 2, 0], !![1 / 2, 0; 0, -1 / 2]]
```

On the four-dimensional product space, with basis states labelled by a pair of such indices, site $0$ first,
$$S_0^a = s_a\otimes 1, \qquad S_1^a = 1\otimes s_a ,$$
where $\otimes$ is the Kronecker product `⊗ₖ`.

```lean
/-- Two spins 1/2 on the product space: `s ⊗ 1` on site `0` and `1 ⊗ s` on site `1`. -/
def dimer : Fin 2 → Fin 3 → Matrix (Fin 2 × Fin 2) (Fin 2 × Fin 2) ℂ :=
  ![fun a => spinHalf a ⊗ₖ (1 : Matrix (Fin 2) (Fin 2) ℂ),
    fun a => (1 : Matrix (Fin 2) (Fin 2) ℂ) ⊗ₖ spinHalf a]
```

From the Pauli product rule, $s_as_b = \tfrac14\delta_{ab}1 + \tfrac{\mathrm i}{2}\sum_c\varepsilon_{abc}s_c$ with $\delta_{ab}$ the Kronecker delta. Subtracting the same expression with $a$ and $b$ exchanged gives $[s_a,s_b] = \mathrm i\sum_c\varepsilon_{abc}s_c$. Lean proceeds by cases: nine pairs $(a,b)$ times four matrix entries, each compared in its real and imaginary parts.

```lean
/-- The spin-1/2 matrices obey the su(2) relations. -/
theorem spinHalf_isSpin : IsSpin spinHalf := by
  intro a b
  fin_cases a <;> fin_cases b <;> ext i j <;> fin_cases i <;> fin_cases j <;>
    simp [spinHalf, eps, Fin.sum_univ_three, Complex.ext_iff] <;> norm_num
```

The rule $(P\otimes Q)(R\otimes T) = PR\otimes QT$ for $2\times2$ matrices $P,Q,R,T$ lifts this to the dimer:
$$[s_a\otimes1, s_b\otimes1] = [s_a,s_b]\otimes 1 = \mathrm i\sum_c\varepsilon_{abc}\,s_c\otimes1 ,$$
likewise on the second factor, and
$$(s_a\otimes1)(1\otimes s_b) = s_a\otimes s_b = (1\otimes s_b)(s_a\otimes1).$$
These are `hL`, `hR` and `hc`, all resting on `Matrix.mul_kronecker_mul`. The four pairs of sites are then treated in turn: two are excluded by $i\neq j$, and the other two are `hc` and its mirror image.

```lean
/-- The spin-1/2 dimer is a spin cluster. -/
theorem dimer_witness : IsSpinCluster dimer := by
  have hL : IsSpin fun a => spinHalf a ⊗ₖ (1 : Matrix (Fin 2) (Fin 2) ℂ) := by
    intro a b
    have h := sub_eq_iff_eq_add.mp (spinHalf_isSpin a b)
    simp only [sub_eq_iff_eq_add, ← Matrix.mul_kronecker_mul]
    rw [h]
    simp only [Fin.sum_univ_three, Matrix.add_kronecker, Matrix.smul_kronecker, mul_one]
  have hR : IsSpin fun a => (1 : Matrix (Fin 2) (Fin 2) ℂ) ⊗ₖ spinHalf a := by
    intro a b
    have h := sub_eq_iff_eq_add.mp (spinHalf_isSpin a b)
    simp only [sub_eq_iff_eq_add, ← Matrix.mul_kronecker_mul]
    rw [h]
    simp only [Fin.sum_univ_three, Matrix.kronecker_add, Matrix.kronecker_smul, mul_one]
  have hc : ∀ a b, Commute (spinHalf a ⊗ₖ (1 : Matrix (Fin 2) (Fin 2) ℂ))
      ((1 : Matrix (Fin 2) (Fin 2) ℂ) ⊗ₖ spinHalf b) := by
    intro a b
    simp only [Commute, SemiconjBy, ← Matrix.mul_kronecker_mul, mul_one, one_mul]
  refine ⟨Fin.forall_fin_two.mpr ⟨hL, hR⟩, ?_⟩
  intro i j hij a b
  fin_cases i <;> fin_cases j
  · exact absurd rfl hij
  · exact hc a b
  · exact (hc b a).symm
  · exact absurd rfl hij
```

On this dimer the main theorem can be seen directly. Each site has $\mathbf S_i\cdot\mathbf S_i = \tfrac34$, so $C = \tfrac32 + 2\,\mathbf S_0\cdot\mathbf S_1$. With $J(0,0) = J(1,1) = 0$ and $K = J(0,1)+J(1,0)$,
$$H = K\,\mathbf S_0\cdot\mathbf S_1 = \tfrac K2\left(C - \tfrac32\right),$$
a function of $C$ alone. The normalised singlet $(|{\uparrow\downarrow}\rangle - |{\downarrow\uparrow}\rangle)/\sqrt2$, with $C = 0$, has energy $-\tfrac34K$, and the three triplet states, with $C = 2$, have energy $+\tfrac14K$.

## The Ising coupling does not commute with $S_{\rm tot}^x$

Keeping only the $z$ term of the scalar product removes the cancellation between the Cartesian components. On the dimer let $W = S_0^zS_1^z$, which is `dimer 0 2 * dimer 1 2`, and $X = S_{\rm tot}^x$, which is `totalSpin dimer 0`. The matrix $W$ is diagonal, with $+\tfrac14$ on $|{\uparrow\uparrow}\rangle$, index $(0,0)$, and $-\tfrac14$ on $|{\uparrow\downarrow}\rangle$, index $(0,1)$. The two states differ by a flip on site $1$, so $\langle{\uparrow\uparrow}|X|{\uparrow\downarrow}\rangle = \tfrac12$, contributed by $S_1^x$ alone. Then
$$\langle{\uparrow\uparrow}|WX|{\uparrow\downarrow}\rangle = \tfrac14\cdot\tfrac12 = \tfrac18, \qquad \langle{\uparrow\uparrow}|XW|{\uparrow\downarrow}\rangle = \tfrac12\cdot\left(-\tfrac14\right) = -\tfrac18 ,$$
and $WX\neq XW$. The proof assumes commutation, extracts the entry in row $(0,0)$ and column $(0,1)$ as `h01`, expands both products with `simp`, and refutes the resulting numerical equation with `norm_num`. The theorem concerns this one anisotropic coupling on two spins 1/2 and the $x$ component only.

```lean
/-- On the spin-1/2 dimer the Ising coupling `S_0^z S_1^z` does not commute with the `x`
component of the total spin. -/
theorem ising_not_commute : ¬ Commute (dimer 0 2 * dimer 1 2) (totalSpin dimer 0) := by
  intro h
  -- compare one matrix element of the two products
  have h01 := congrFun (congrFun h.eq (0, 0)) (0, 1)
  revert h01
  simp [dimer, totalSpin, spinHalf, Fin.sum_univ_two, Matrix.mul_apply, Fintype.sum_prod_type,
    Matrix.kroneckerMap_apply, Matrix.one_apply]
  norm_num

end

end HeisenbergSpinConservation
```

```lean
#print axioms HeisenbergSpinConservation.heisenberg_commute_totalSpin
#print axioms HeisenbergSpinConservation.heisenberg_zeeman_commute
#print axioms HeisenbergSpinConservation.ising_not_commute
```

```
'HeisenbergSpinConservation.heisenberg_commute_totalSpin' depends on axioms: [propext, Classical.choice, Quot.sound]
'HeisenbergSpinConservation.heisenberg_zeeman_commute' depends on axioms: [propext, Classical.choice, Quot.sound]
'HeisenbergSpinConservation.ising_not_commute' depends on axioms: [propext, Classical.choice, Quot.sound]
```
